# A nonzero imaginary shift makes every bounded self-adjoint operator invertible, with inverse norm at most $1/|\varepsilon|$

Q: Suppose a perturber state has nearly the same zeroth-order energy as my reference. Its energy denominator $a$ is close to zero, and its first-order amplitude, a coupling divided by $a$, becomes enormous unless the coupling is tiny too. At $a=0$ there is no inverse at all. That is the intruder-state problem. An imaginary shift is supposed to cure it, but does your formal version describe that cure, or only a convenient scalar formula?

A: It treats the whole operator. Let $A$ be the energy-denominator operator, the zeroth-order Hamiltonian minus the zeroth-order energy of the reference, acting on the space of perturber states, a complex Hilbert space `H` that leaves out the reference itself. The real number $\varepsilon$ is the shift, an energy chosen by the user to regularise small denominators; it is not a physical lifetime.

```lean
import Mathlib

open scoped InnerProductSpace

namespace ImaginaryLevelShift

noncomputable section

variable {H : Type*} [NormedAddCommGroup H] [InnerProductSpace ℂ H] [CompleteSpace H]
```

The type `H →L[ℂ] H` contains the bounded linear operators, `*` is composition and `1` is the identity. The shifted operator is $A+i\varepsilon$.

```lean
/-- The operator `A` with an imaginary level shift, `A + iε`. -/
def shifted (A : H →L[ℂ] H) (ε : ℝ) : H →L[ℂ] H :=
  A + ((ε : ℂ) * Complex.I) • (1 : H →L[ℂ] H)
```

Q: I don't want complex amplitudes, though. I want $a/(a^2+\varepsilon^2)$.

A: That comes from the Hermitian part of the inverse, $(T+T^\dagger)/2$ with $T=(A+i\varepsilon)^{-1}$. The claim is that it equals $A(A^2+\varepsilon^2)^{-1}$, so two more definitions are needed. In Lean, `star` is the adjoint.

```lean
/-- The operator `A² + ε²`. -/
def shiftedSquare (A : H →L[ℂ] H) (ε : ℝ) : H →L[ℂ] H :=
  A * A + ((ε : ℂ) ^ 2) • (1 : H →L[ℂ] H)

/-- The Hermitian part `(T + T†)/2` of an operator. -/
def hermitianPart (T : H →L[ℂ] H) : H →L[ℂ] H :=
  (1 / 2 : ℂ) • (T + star T)
```

Q: Why can't $A+i\varepsilon$ have a small denominator of its own?

A: Expand the norm, with the inner product linear in its second argument:

$$\|(A+i\varepsilon)x\|^2=\|Ax\|^2+2\,\mathrm{Re}\,\langle Ax,i\varepsilon x\rangle+\varepsilon^2\|x\|^2 .$$

The middle inner product is $i\varepsilon\langle Ax,x\rangle$. Since $A$ is self-adjoint, $\langle Ax,x\rangle$ is real, so this number is purely imaginary and the cross term vanishes. Hence

$$\|(A+i\varepsilon)x\|^2=\|Ax\|^2+\varepsilon^2\|x\|^2\ \ge\ \varepsilon^2\|x\|^2 .$$

In the proof, `him` records that the expectation value is real and `hcross` removes the cross term.

```lean
/-- For self-adjoint `A`, the squared norm of `(A + iε)x` is the sum of the squared norms
of `Ax` and `εx`. -/
theorem norm_sq_shifted {A : H →L[ℂ] H} (hA : IsSelfAdjoint A) (ε : ℝ) (x : H) :
    ‖shifted A ε x‖ ^ 2 = ‖A x‖ ^ 2 + ε ^ 2 * ‖x‖ ^ 2 := by
  -- the expectation value of `A` is real, so the cross term vanishes
  have him : (⟪A x, x⟫_ℂ).im = 0 :=
    Complex.conj_eq_iff_im.mp ((inner_conj_symm x (A x)).trans (hA.isSymmetric x x).symm)
  have hcross : RCLike.re ⟪A x, ((ε : ℂ) * Complex.I) • x⟫_ℂ = 0 := by
    rw [inner_smul_right]
    change (((ε : ℂ) * Complex.I) * ⟪A x, x⟫_ℂ).re = 0
    simp [Complex.mul_re, him]
  change ‖A x + ((ε : ℂ) * Complex.I) • x‖ ^ 2 = _
  rw [norm_add_sq (𝕜 := ℂ), hcross, norm_smul, norm_mul, Complex.norm_I,
    Complex.norm_real, Real.norm_eq_abs, mul_one, mul_pow, sq_abs]
  ring
```

Q: That shows that no nonzero vector is annihilated. In infinite dimension this isn't invertibility.

A: Correct, so invertibility is proved through the spectrum. If $A+i\varepsilon$ were not invertible, $-i\varepsilon$ would belong to the spectrum of $A$. That spectrum is real, which forces $\varepsilon=0$, against the hypothesis. `IsUnit` means that a bounded two-sided inverse exists.

```lean
/-- A self-adjoint operator with a nonzero imaginary shift is invertible. -/
theorem isUnit_shifted {A : H →L[ℂ] H} (hA : IsSelfAdjoint A) {ε : ℝ} (hε : ε ≠ 0) :
    IsUnit (shifted A ε) := by
  by_contra hn
  -- otherwise `-iε` would lie in the real spectrum of `A`
  have hmem : -((ε : ℂ) * Complex.I) ∈ spectrum ℂ A := by
    rw [spectrum.mem_iff]
    intro hu
    apply hn
    have h : shifted A ε = -(algebraMap ℂ (H →L[ℂ] H) (-((ε : ℂ) * Complex.I)) - A) := by
      rw [Algebra.algebraMap_eq_smul_one, shifted]
      module
    rw [h]
    exact hu.neg
  have h := congrArg Complex.im (hA.mem_spectrum_eq_re hmem)
  simp at h
  exact hε h
```

Q: And the Hermitian part?

A: Two facts prepare it. Conjugating the shift gives $(A+i\varepsilon)^\dagger=A-i\varepsilon$:

```lean
/-- For self-adjoint `A`, the adjoint of `A + iε` is `A - iε`. -/
theorem star_shifted {A : H →L[ℂ] H} (hA : IsSelfAdjoint A) (ε : ℝ) :
    star (shifted A ε) = shifted A (-ε) := by
  have hc : star ((ε : ℂ) * Complex.I) = ((-ε : ℝ) : ℂ) * Complex.I := by
    apply Complex.ext <;> simp
  rw [shifted, star_add, star_smul, star_one, hA.star_eq, hc, shifted]
```

Multiplying out gives

$$(A+i\varepsilon)(A-i\varepsilon)=A^2-i\varepsilon A+i\varepsilon A+\varepsilon^2=A^2+\varepsilon^2 .$$

```lean
omit [CompleteSpace H] in
/-- The two opposite imaginary shifts multiply to `A² + ε²`. -/
theorem shifted_mul_shifted_neg (A : H →L[ℂ] H) (ε : ℝ) :
    shifted A ε * shifted A (-ε) = shiftedSquare A ε := by
  have key : ∀ c d : ℂ, (A + c • (1 : H →L[ℂ] H)) * (A + d • (1 : H →L[ℂ] H))
      = A * A + (c + d) • A + (c * d) • (1 : H →L[ℂ] H) := by
    intro c d
    simp only [add_mul, mul_add, smul_mul_assoc, mul_smul_comm, one_mul, mul_one]
    module
  have h0 : (ε : ℂ) * Complex.I + ((-ε : ℝ) : ℂ) * Complex.I = 0 := by
    push_cast
    ring
  have h1 : (ε : ℂ) * Complex.I * (((-ε : ℝ) : ℂ) * Complex.I) = (ε : ℂ) ^ 2 := by
    push_cast
    linear_combination (-(ε : ℂ) ^ 2) * Complex.I_sq
  rw [shifted, shifted, key, h0, h1, zero_smul, add_zero, shiftedSquare]
```

Write $R=(A+i\varepsilon)^{-1}$ and $Q=A^2+\varepsilon^2$. As a product of two invertible operators, $Q$ is invertible. The factors commute, and $R^\dagger=(A-i\varepsilon)^{-1}$, so

$$RQ=A-i\varepsilon,\qquad R^\dagger Q=A+i\varepsilon,\qquad \tfrac12(R+R^\dagger)Q=A .$$

Multiplying by $Q^{-1}$ on the right gives $\tfrac12(R+R^\dagger)=AQ^{-1}$. In Lean, `h3` is the identity before that last multiplication, and the `calc` block performs it.

```lean
/-- For self-adjoint `A`, whenever `A + iε` is invertible, so is `A² + ε²`, and the Hermitian part
of `(A + iε)⁻¹` is `A(A² + ε²)⁻¹`. -/
theorem hermitianPart_inverse {A : H →L[ℂ] H} (hA : IsSelfAdjoint A) {ε : ℝ}
    (hS : IsUnit (shifted A ε)) :
    IsUnit (shiftedSquare A ε) ∧
      hermitianPart (Ring.inverse (shifted A ε)) = A * Ring.inverse (shiftedSquare A ε) := by
  have hQ : IsUnit (shiftedSquare A ε) := by
    rw [← shifted_mul_shifted_neg, ← star_shifted hA]
    exact hS.mul hS.star
  refine ⟨hQ, ?_⟩
  have hQ' : shiftedSquare A ε = shifted A (-ε) * shifted A ε := by
    have h := shifted_mul_shifted_neg A (-ε)
    rw [neg_neg] at h
    rw [h]
    simp [shiftedSquare]
  have h1 := Ring.inverse_mul_cancel _ hS
  have h2 : star (Ring.inverse (shifted A ε)) * shifted A (-ε) = 1 := by
    rw [← star_shifted hA, ← star_mul, Ring.mul_inverse_cancel _ hS, star_one]
  -- multiplying the Hermitian part by `A² + ε²` leaves `A`
  have h3 : hermitianPart (Ring.inverse (shifted A ε)) * shiftedSquare A ε = A := by
    rw [hermitianPart, smul_mul_assoc, add_mul]
    nth_rewrite 1 [← shifted_mul_shifted_neg]
    rw [hQ', ← mul_assoc, ← mul_assoc, h1, h2, one_mul, one_mul, shifted, shifted]
    push_cast
    module
  calc hermitianPart (Ring.inverse (shifted A ε))
      = hermitianPart (Ring.inverse (shifted A ε)) * shiftedSquare A ε
          * Ring.inverse (shiftedSquare A ε) := by
        rw [mul_assoc, Ring.mul_inverse_cancel _ hQ, mul_one]
    _ = A * Ring.inverse (shiftedSquare A ε) := by rw [h3]
```

Q: This lemma assumes that $A+i\varepsilon$ is invertible. Is that assumption hiding a condition on the zero eigenvalues of $A$?

A: Not in the main theorem. It assumes only that $A$ is self-adjoint and $\varepsilon\neq0$, and takes invertibility from the spectral argument. Its four conclusions are the invertibility of $A+i\varepsilon$, the norm bound, the invertibility of $A^2+\varepsilon^2$, and the formula for the Hermitian part. The invertibility statements matter because `Ring.inverse` returns zero for a non-invertible operator.

For the bound, put $y=Rx$ in the norm identity. Then $(A+i\varepsilon)y=x$, so $|\varepsilon|\,\|Rx\|\le\|x\|$ for every $x$, which is $\|R\|\le1/|\varepsilon|$. The proof obtains the squared inequality as `hsq` and then removes the squares.

```lean
/-- For self-adjoint `A` and real `ε ≠ 0`, both `A + iε` and `A² + ε²` are invertible,
`(A + iε)⁻¹` has norm at most `1/|ε|`, and its Hermitian part is `A(A² + ε²)⁻¹`. -/
theorem imaginary_shift_resolvent {A : H →L[ℂ] H} (hA : IsSelfAdjoint A) {ε : ℝ}
    (hε : ε ≠ 0) :
    IsUnit (shifted A ε) ∧ ‖Ring.inverse (shifted A ε)‖ ≤ 1 / |ε| ∧
      IsUnit (shiftedSquare A ε) ∧
      hermitianPart (Ring.inverse (shifted A ε)) = A * Ring.inverse (shiftedSquare A ε) := by
  have hS := isUnit_shifted hA hε
  refine ⟨hS, ?_, hermitianPart_inverse hA hS⟩
  refine ContinuousLinearMap.opNorm_le_bound _ (by positivity) fun x => ?_
  have hx : shifted A ε (Ring.inverse (shifted A ε) x) = x :=
    congrArg (fun T : H →L[ℂ] H => T x) (Ring.mul_inverse_cancel _ hS)
  have h := norm_sq_shifted hA ε (Ring.inverse (shifted A ε) x)
  rw [hx] at h
  have hsq : (|ε| * ‖Ring.inverse (shifted A ε) x‖) ^ 2 ≤ ‖x‖ ^ 2 := by
    rw [mul_pow, sq_abs, h]
    exact le_add_of_nonneg_left (sq_nonneg _)
  have hle := le_of_abs_le (abs_le_of_sq_le_sq hsq (norm_nonneg x))
  rw [one_div_mul_eq_div, le_div_iff₀ (abs_pos.mpr hε)]
  linarith
```

Q: Show me my scalar formula.

A: Let $Av=av$ with $a$ real. Then $Qv=(a^2+\varepsilon^2)v$, so $Q^{-1}v=v/(a^2+\varepsilon^2)$, and applying $A$ gives

$$AQ^{-1}v=\frac{a}{a^2+\varepsilon^2}\,v .$$

The lines `hQv` and `hPv` are the first two steps. At $a=0$ the factor is zero: the Hermitian part removes an exactly degenerate perturber instead of letting it diverge.

```lean
/-- For self-adjoint `A` and real `ε ≠ 0`, on an eigenvector of `A` with real eigenvalue `a`, the
Hermitian part of the shifted inverse acts as the number `a/(a² + ε²)`. -/
theorem hermitianPart_eigenvector {A : H →L[ℂ] H} (hA : IsSelfAdjoint A) {ε : ℝ}
    (hε : ε ≠ 0) {a : ℝ} {v : H} (hv : A v = (a : ℂ) • v) :
    hermitianPart (Ring.inverse (shifted A ε)) v = ((a / (a ^ 2 + ε ^ 2) : ℝ) : ℂ) • v := by
  obtain ⟨hQ, hH⟩ := hermitianPart_inverse hA (isUnit_shifted hA hε)
  have hc : (a : ℂ) ^ 2 + (ε : ℂ) ^ 2 ≠ 0 := by
    have : a ^ 2 + ε ^ 2 ≠ 0 := by positivity
    exact_mod_cast this
  have hQv : shiftedSquare A ε v = ((a : ℂ) ^ 2 + (ε : ℂ) ^ 2) • v := by
    change A (A v) + ((ε : ℂ) ^ 2) • v = _
    rw [hv, map_smul, hv]
    module
  have hP : Ring.inverse (shiftedSquare A ε) (shiftedSquare A ε v) = v :=
    congrArg (fun T : H →L[ℂ] H => T v) (Ring.inverse_mul_cancel _ hQ)
  rw [hQv, map_smul] at hP
  have hPv : Ring.inverse (shiftedSquare A ε) v = ((a : ℂ) ^ 2 + (ε : ℂ) ^ 2)⁻¹ • v := by
    rw [eq_inv_smul_iff₀ hc]
    exact hP
  rw [hH]
  change A (Ring.inverse (shiftedSquare A ε) v) = _
  rw [hPv, map_smul, hv, smul_smul]
  congr 1
  push_cast
  rw [div_eq_mul_inv, mul_comm]
```

Q: Then is $1/|\varepsilon|$ too pessimistic?

A: Not for the full inverse when $A$ has a zero mode; if the spectrum of $A$ stays away from zero, the norm is smaller. If $Av=0$ with $v\neq0$, then $(A+i\varepsilon)v=i\varepsilon v$. The inverse therefore takes a vector of norm $|\varepsilon|\,\|v\|$ to one of norm $\|v\|$, so $\|R\|\ge1/|\varepsilon|$. Together with the upper bound this gives equality, stated in Lean as a product equal to one.

```lean
/-- If a self-adjoint `A` has a zero mode and `ε` is real and nonzero, the norm of `(A + iε)⁻¹`
times `|ε|` is exactly one. -/
theorem norm_inverse_of_zero_mode {A : H →L[ℂ] H} (hA : IsSelfAdjoint A) {ε : ℝ}
    (hε : ε ≠ 0) {v : H} (hv0 : v ≠ 0) (hv : A v = 0) :
    |ε| * ‖Ring.inverse (shifted A ε)‖ = 1 := by
  obtain ⟨hS, hb, -⟩ := imaginary_shift_resolvent hA hε
  have hpos := abs_pos.mpr hε
  apply le_antisymm
  · rw [le_div_iff₀ hpos] at hb
    linarith
  · -- the zero mode is stretched by exactly `1/|ε|`
    have h1 : Ring.inverse (shifted A ε) (shifted A ε v) = v :=
      congrArg (fun T : H →L[ℂ] H => T v) (Ring.inverse_mul_cancel _ hS)
    have h2 := (Ring.inverse (shifted A ε)).le_opNorm (shifted A ε v)
    have h3 : ‖shifted A ε v‖ = |ε| * ‖v‖ := by
      change ‖A v + ((ε : ℂ) * Complex.I) • v‖ = _
      rw [hv, zero_add, norm_smul, norm_mul, Complex.norm_I, Complex.norm_real,
        Real.norm_eq_abs, mul_one]
    rw [h1, h3] at h2
    have hvpos := norm_pos_iff.mpr hv0
    refine le_of_mul_le_mul_right ?_ hvpos
    linarith
```

Q: The shift also alters the healthy denominators. What does that cost?

A: When $A$ is invertible, the cost is known exactly. From $A^{-1}Q=A+\varepsilon^2A^{-1}$, multiplication by $Q^{-1}$ on the right gives

$$A^{-1}-AQ^{-1}=\varepsilon^2A^{-1}Q^{-1}.$$

For a single denominator $a\neq0$ this reads $\varepsilon^2/\bigl(a(a^2+\varepsilon^2)\bigr)$: a small fraction of $1/a$ when $|a|\gg|\varepsilon|$, but nearly the whole of it when $|a|\ll|\varepsilon|$. The theorem also allows $\varepsilon=0$, where both sides vanish; the proof treats that case separately to establish invertibility. `h1` and `h2` are the two steps above.

```lean
/-- For invertible self-adjoint `A` and real `ε`, the unshifted inverse differs from the Hermitian
part of the shifted inverse by exactly `ε² A⁻¹(A² + ε²)⁻¹`. -/
theorem shift_error {A : H →L[ℂ] H} (hA : IsSelfAdjoint A) (hU : IsUnit A) (ε : ℝ) :
    Ring.inverse A - hermitianPart (Ring.inverse (shifted A ε))
      = ((ε : ℂ) ^ 2) • (Ring.inverse A * Ring.inverse (shiftedSquare A ε)) := by
  have hS : IsUnit (shifted A ε) := by
    by_cases h : ε = 0
    · simpa [shifted, h] using hU
    · exact isUnit_shifted hA h
  obtain ⟨hQ, hH⟩ := hermitianPart_inverse hA hS
  have h1 : Ring.inverse A * shiftedSquare A ε = A + ((ε : ℂ) ^ 2) • Ring.inverse A := by
    rw [shiftedSquare, mul_add, ← mul_assoc, Ring.inverse_mul_cancel _ hU, one_mul,
      mul_smul_comm, mul_one]
  have h2 : Ring.inverse A
      = (A + ((ε : ℂ) ^ 2) • Ring.inverse A) * Ring.inverse (shiftedSquare A ε) := by
    rw [← h1, mul_assoc, Ring.mul_inverse_cancel _ hQ, mul_one]
  rw [add_mul, smul_mul_assoc] at h2
  rw [hH, sub_eq_iff_eq_add, add_comm]
  exact h2

end

end ImaginaryLevelShift
```

```lean
#print axioms ImaginaryLevelShift.imaginary_shift_resolvent
#print axioms ImaginaryLevelShift.hermitianPart_eigenvector
#print axioms ImaginaryLevelShift.norm_inverse_of_zero_mode
#print axioms ImaginaryLevelShift.shift_error
```

```
'ImaginaryLevelShift.imaginary_shift_resolvent' depends on axioms: [propext, Classical.choice, Quot.sound]
'ImaginaryLevelShift.hermitianPart_eigenvector' depends on axioms: [propext, Classical.choice, Quot.sound]
'ImaginaryLevelShift.norm_inverse_of_zero_mode' depends on axioms: [propext, Classical.choice, Quot.sound]
'ImaginaryLevelShift.shift_error' depends on axioms: [propext, Classical.choice, Quot.sound]
```

Q: So which calculation does this describe?

A: It describes the regularised denominators in multireference perturbation theory with an imaginary shift, for a fixed, bounded, self-adjoint zeroth-order operator. A Hermitian matrix in a finite orthonormal basis is such an operator; in a non-orthogonal perturber basis the overlap matrix enters as well, and orthonormalising the basis removes it. The shift here acts on the whole operator: a program that applies the real scalar formula only to the diagonal elements of a non-diagonal $A$ solves a different equation. An unbounded Hamiltonian on the full Hilbert space is not covered.

Q: And my correlation energy?

A: The theorems concern the inverse, not the energy built from it. They give no rule for choosing $\varepsilon$, and they do not say that a perturbation series converges or that a shifted energy is accurate. If an intruder signals that the active space is too small, the shift keeps the amplitudes finite and leaves the active space as it was.
